# With a finite first moment of the covariances, $N$ times the variance of an $N$-sample mean is within $(2/N)\sum_t t\,|C(t)|$ of its long-run value

## Is the factor 4 in my finite-run correction real?

If I use the long-run formula for the error bar of a mean energy and the run is short, the error bar is wrong by an amount I can't state. My samples $X_0,\dots,X_{N-1}$ come from an equilibrated simulation, with covariance $C(t)$ between samples $t$ steps apart. I take $\sigma^2/N$ as the variance of their mean, where $\sigma^2=C(0)+2\sum_{t\ge1}C(t)$.

At finite $N$ two things are off: lags below $N$ should carry the weight $1-t/N$, and lags from $N$ on should be absent. I bounded each effect by $(2/N)\sum_t t|C(t)|$, so together I get $(4/N)\sum_t t|C(t)|$. Is that 4 real, or did I count something twice?

## The factor is 2, and some series attain it

Your two effects act on different lags, so together they cost only one sum. Let $S_N=X_0+\dots+X_{N-1}$. The new sample $X_N$ meets each lag from 1 to $N$ once, so

$$\operatorname{Var}S_{N+1}=\operatorname{Var}S_N+C(0)+2\sum_{t=1}^{N}C(t).$$

Let $D_N=N\sigma^2-\operatorname{Var}S_N$. Then $D_0=0$ and

$$D_{N+1}-D_N=\sigma^2-C(0)-2\sum_{t=1}^{N}C(t)=2\sum_{t>N}C(t).$$

Since $\min(t,N+1)-\min(t,N)$ is 1 for $t>N$ and 0 otherwise, induction gives $D_N=2\sum_t\min(t,N)\,C(t)$. The mean $\bar X_N=S_N/N$ has variance $\operatorname{Var}S_N/N^2$, so for $N\ge1$

$$\sigma^2-N\operatorname{Var}\bar X_N=\frac2N\sum_{t\ge0}\min(t,N)\,C(t).$$

Now $\min(t,N)\le t$ bounds the absolute value by $(2/N)\sum_t t|C(t)|$. If the covariances are nonnegative and vanish beyond lag $N$, every step is an equality.

Suppose $\sum_t t|C(t)|$ is finite, multiply the identity by $N$ and let $N$ grow. Each term $\min(t,N)C(t)$ tends to $tC(t)$ and is dominated by $t|C(t)|$, so the scaled difference tends to $2\sum_t tC(t)$. To leading order at large $N$, the difference is therefore proportional to $1/N$ whenever that sum is nonzero.

**Four samples.** Take $C=2,1,0,0,\dots$, so $\sigma^2=4$ and $\sum_t t|C(t)|=1$. For $N=4$, $\operatorname{Var}S_4=4\cdot2+2\cdot3\cdot1=14$, hence $N\operatorname{Var}\bar X_4=14/4=3.5$. The difference from $\sigma^2$ is $0.5$, which equals the bound $2/4$.

### What the Lean statements assume and say

`HasLagCovariance μ X C` says that each sample `X i` is square-integrable (`MemLp (X i) 2 μ`) and that the covariance of `X i` and `X (i + t)` is `C t` for every start `i`. This is the equilibrium assumption, restricted to covariances; the mean need not even be constant. `IsProbabilityMeasure μ` says that `μ` is a probability measure on the space `Ω` on which the samples are defined.

`sampleMean X N` is $\bar X_N$ and `longRunVariance C` is $\sigma^2$. Here $\sigma^2$ is not the variance of a single sample, which is $C(0)$, and `C` is the covariance itself, not the autocorrelation normalised to 1 at lag 0. "Bias" in the theorem names means the difference between $\sigma^2$ and $N\operatorname{Var}\bar X_N$.

The main bound, `abs_bias_le`, assumes that $\sum_t t|C(t)|$ is finite and that $N\ge1$. Physically, the first condition says that memory fades fast enough: exponential decay satisfies it, while a tail like $t^{-2}$ does not. The identity `bias_identity` also takes $N\ge1$, but replaces the first condition by the weaker one that `C` is summable.

For a single real observable with known covariances, the bound gives a length $N$ for a run, or for a block in a blocking analysis, that is enough to bring $\sigma^2/N$ within a chosen tolerance of the variance of its mean; a shorter one may also do. The step left to you is replacing $C$ by estimates from the same data, which brings in a statistical error of its own.

```lean
import Mathlib

open MeasureTheory ProbabilityTheory Filter
open scoped Topology

namespace SampleMeanBias

noncomputable section

variable {Ω : Type*} [MeasurableSpace Ω] {μ : Measure Ω} {X : ℕ → Ω → ℝ} {C : ℕ → ℝ}

/-- The series `X` is square-integrable and the covariance of two samples depends only on
their lag `t`, with value `C t`. -/
structure HasLagCovariance (μ : Measure Ω) (X : ℕ → Ω → ℝ) (C : ℕ → ℝ) : Prop where
  memLp : ∀ i, MemLp (X i) 2 μ
  cov_eq : ∀ i t, cov[X i, X (i + t); μ] = C t

/-- The mean of the first `N` samples, for `N ≥ 1`. -/
def sampleMean (X : ℕ → Ω → ℝ) (N : ℕ) : Ω → ℝ :=
  (N : ℝ)⁻¹ • ∑ i ∈ Finset.range N, X i

/-- The long-run variance `C(0) + 2 ∑_{t ≥ 1} C(t)`, for summable covariances. -/
def longRunVariance (C : ℕ → ℝ) : ℝ := C 0 + 2 * ∑' t, C (t + 1)

/-- For a series with lag covariances `C`, adding one more sample to a sum of `N` samples changes
its variance by `C(0) + 2 (C(1) + ... + C(N))`. -/
theorem variance_sum_succ [IsProbabilityMeasure μ] (h : HasLagCovariance μ X C) (N : ℕ) :
    Var[∑ i ∈ Finset.range (N + 1), X i; μ] =
      Var[∑ i ∈ Finset.range N, X i; μ] + C 0 + 2 * ∑ t ∈ Finset.range N, C (t + 1) := by
  have hS : MemLp (∑ i ∈ Finset.range N, X i) 2 μ :=
    memLp_finsetSum' _ (fun i _ => h.memLp i)
  have hV : Var[X N; μ] = C 0 := by
    rw [← covariance_self (h.memLp N).aestronglyMeasurable.aemeasurable]
    exact h.cov_eq N 0
  -- the new sample meets every lag from 1 to N exactly once
  have hcov : cov[∑ i ∈ Finset.range N, X i, X N; μ] = ∑ t ∈ Finset.range N, C (t + 1) := by
    rw [covariance_sum_left' (fun i _ => h.memLp i) (h.memLp N),
      ← Finset.sum_range_reflect (fun t => C (t + 1)) N]
    refine Finset.sum_congr rfl (fun i hi => ?_)
    have hi' := Finset.mem_range.mp hi
    have hc := h.cov_eq i (N - 1 - i + 1)
    rwa [show i + (N - 1 - i + 1) = N by omega] at hc
  rw [Finset.sum_range_succ, variance_add hS (h.memLp N), hcov, hV]
  ring

/-- For summable covariances, the variance of the sum of `N` samples falls short of `N` times
the long-run variance by twice the sum of `min(t, N) C(t)`. -/
theorem hasSum_deficit [IsProbabilityMeasure μ] (h : HasLagCovariance μ X C)
    (hC : Summable C) (N : ℕ) :
    HasSum (fun t => ((min t N : ℕ) : ℝ) * C t)
      ((N * longRunVariance C - Var[∑ i ∈ Finset.range N, X i; μ]) / 2) := by
  induction N with
  | zero =>
    have h0 : Var[(0 : Ω → ℝ); μ] = 0 := variance_zero μ
    simp [h0, hasSum_zero]
  | succ N ih =>
    have hind : HasSum (fun t => if t ∈ Finset.range (N + 1) then C t else 0)
        (∑ t ∈ Finset.range (N + 1), C t) := by
      have h1 : HasSum (fun t => if t ∈ Finset.range (N + 1) then C t else 0)
          (∑ t ∈ Finset.range (N + 1), if t ∈ Finset.range (N + 1) then C t else 0) :=
        hasSum_sum_of_ne_finset_zero (fun t ht => if_neg ht)
      have h2 : (∑ t ∈ Finset.range (N + 1), if t ∈ Finset.range (N + 1) then C t else 0) =
          ∑ t ∈ Finset.range (N + 1), C t :=
        Finset.sum_congr rfl (fun t ht => if_pos ht)
      rwa [h2] at h1
    -- raising N by one adds the tail of the covariances beyond lag N
    have hw : (fun t => ((min t (N + 1) : ℕ) : ℝ) * C t) = fun t =>
        ((min t N : ℕ) : ℝ) * C t + C t - (if t ∈ Finset.range (N + 1) then C t else 0) := by
      funext t
      by_cases ht : t ∈ Finset.range (N + 1)
      · have h1 : t < N + 1 := Finset.mem_range.mp ht
        rw [if_pos ht, min_eq_left (by omega : t ≤ N + 1), min_eq_left (by omega : t ≤ N)]
        ring
      · have h1 : ¬ t < N + 1 := fun h2 => ht (Finset.mem_range.mpr h2)
        rw [if_neg ht, min_eq_right (by omega : N + 1 ≤ t), min_eq_right (by omega : N ≤ t)]
        push_cast
        ring
    have hv : (((N + 1 : ℕ) : ℝ) * longRunVariance C -
          Var[∑ i ∈ Finset.range (N + 1), X i; μ]) / 2 =
        (N * longRunVariance C - Var[∑ i ∈ Finset.range N, X i; μ]) / 2 + ∑' t, C t -
          ∑ t ∈ Finset.range (N + 1), C t := by
      rw [variance_sum_succ h, hC.tsum_eq_zero_add, Finset.sum_range_succ']
      unfold longRunVariance
      push_cast
      ring
    rw [hw, hv]
    exact (ih.add hC.hasSum).sub hind

/-- Exact bias: for summable covariances and `N ≥ 1`, the long-run variance exceeds `N` times
the variance of the sample mean by `(2/N) ∑ min(t, N) C(t)`. -/
theorem bias_identity [IsProbabilityMeasure μ] (h : HasLagCovariance μ X C)
    (hC : Summable C) {N : ℕ} (hN : 0 < N) :
    longRunVariance C - N * Var[sampleMean X N; μ] =
      2 / N * ∑' t, ((min t N : ℕ) : ℝ) * C t := by
  have hN' : (N : ℝ) ≠ 0 := by positivity
  rw [(hasSum_deficit h hC N).tsum_eq, sampleMean, variance_smul]
  field_simp

/-- Covariances with a finite first moment `∑ t |C(t)|` are summable. -/
theorem summable_of_moment (hs : Summable (fun t : ℕ => (t : ℝ) * |C t|)) : Summable C := by
  refine (summable_nat_add_iff 1).mp ?_
  refine Summable.of_norm_bounded (g := fun t : ℕ => ((t + 1 : ℕ) : ℝ) * |C (t + 1)|)
    ((summable_nat_add_iff 1).mpr hs) (fun t => ?_)
  rw [Real.norm_eq_abs]
  push_cast
  nlinarith [mul_nonneg (Nat.cast_nonneg t : (0 : ℝ) ≤ t) (abs_nonneg (C (t + 1)))]

/-- If `∑ t |C(t)|` is finite and `N ≥ 1`, then `N` times the variance of the sample mean
differs from the long-run variance by at most `(2/N) ∑ t |C(t)|`. -/
theorem abs_bias_le [IsProbabilityMeasure μ] (h : HasLagCovariance μ X C)
    (hs : Summable (fun t : ℕ => (t : ℝ) * |C t|)) {N : ℕ} (hN : 0 < N) :
    |N * Var[sampleMean X N; μ] - longRunVariance C| ≤ 2 / N * ∑' t : ℕ, (t : ℝ) * |C t| := by
  -- each weight min(t, N) is at most t
  have hb : ‖∑' t, ((min t N : ℕ) : ℝ) * C t‖ ≤ ∑' t : ℕ, (t : ℝ) * |C t| := by
    refine tsum_of_norm_bounded hs.hasSum (fun t => ?_)
    rw [Real.norm_eq_abs, abs_mul, Nat.abs_cast]
    exact mul_le_mul_of_nonneg_right (Nat.cast_le.mpr (min_le_left t N)) (abs_nonneg _)
  rw [Real.norm_eq_abs] at hb
  rw [abs_sub_comm, bias_identity h (summable_of_moment hs) hN, abs_mul,
    abs_of_nonneg (by positivity : (0 : ℝ) ≤ 2 / N)]
  exact mul_le_mul_of_nonneg_left hb (by positivity)

/-- The bound is attained for `N ≥ 1` when the covariances are nonnegative and vanish beyond
lag `N`. -/
theorem bias_eq_of_finite_range [IsProbabilityMeasure μ] (h : HasLagCovariance μ X C)
    {N : ℕ} (hN : 0 < N) (hpos : ∀ t, 0 ≤ C t) (hfin : ∀ t, N < t → C t = 0) :
    |N * Var[sampleMean X N; μ] - longRunVariance C| = 2 / N * ∑' t : ℕ, (t : ℝ) * |C t| := by
  have hC : Summable C := (hasSum_sum_of_ne_finset_zero (s := Finset.range (N + 1))
    (fun t ht => hfin t (by rw [Finset.mem_range] at ht; omega))).summable
  have hsum : ∑' t, ((min t N : ℕ) : ℝ) * C t = ∑' t : ℕ, (t : ℝ) * |C t| := by
    refine tsum_congr (fun t => ?_)
    rcases le_or_gt t N with ht | ht
    · rw [min_eq_left ht, abs_of_nonneg (hpos t)]
    · simp [hfin t ht]
  rw [abs_sub_comm, bias_identity h hC hN, hsum]
  exact abs_of_nonneg (mul_nonneg (by positivity)
    (tsum_nonneg (fun t => mul_nonneg (Nat.cast_nonneg t) (abs_nonneg _))))

/-- If `∑ t |C(t)|` is finite, then `N` times the difference "long-run variance minus `N` times the
variance of the sample mean" tends to `2 ∑ t C(t)` as `N` grows. -/
theorem tendsto_scaled_bias [IsProbabilityMeasure μ] (h : HasLagCovariance μ X C)
    (hs : Summable (fun t : ℕ => (t : ℝ) * |C t|)) :
    Tendsto (fun N : ℕ => N * (longRunVariance C - N * Var[sampleMean X N; μ])) atTop
      (𝓝 (2 * ∑' t : ℕ, (t : ℝ) * C t)) := by
  have hlim : Tendsto (fun N : ℕ => ∑' t, ((min t N : ℕ) : ℝ) * C t) atTop
      (𝓝 (∑' t : ℕ, (t : ℝ) * C t)) := by
    refine tendsto_tsum_of_dominated_convergence hs (fun t => ?_)
      (Eventually.of_forall (fun N t => ?_))
    · -- each weight is constant once N has passed t
      refine tendsto_const_nhds.congr' ((eventually_ge_atTop t).mono (fun N hN => ?_))
      beta_reduce
      rw [min_eq_left hN]
    · rw [Real.norm_eq_abs, abs_mul, Nat.abs_cast]
      exact mul_le_mul_of_nonneg_right (Nat.cast_le.mpr (min_le_left t N)) (abs_nonneg _)
  refine (hlim.const_mul 2).congr' ((eventually_gt_atTop 0).mono (fun N hN => ?_))
  have hN' : (N : ℝ) ≠ 0 := Nat.cast_ne_zero.mpr (Nat.ne_of_gt hN)
  beta_reduce
  rw [bias_identity h (summable_of_moment hs) hN]
  field_simp

/-- The law of a sequence of independent standard Gaussian variables. -/
abbrev whiteNoise : Measure (ℕ → ℝ) := Measure.infinitePi (fun _ => gaussianReal 0 1)

/-- Sums of neighbouring terms of Gaussian white noise have lag covariances `2, 1, 0, 0, ...`,
and these have a finite first moment. -/
theorem movingAverage_witness :
    HasLagCovariance whiteNoise (fun i ω => ω i + ω (i + 1))
      (fun t => if t = 0 then 2 else if t = 1 then 1 else 0) ∧
    Summable (fun t : ℕ => (t : ℝ) * |if t = 0 then (2 : ℝ) else if t = 1 then 1 else 0|) := by
  have hmp (i : ℕ) : MeasurePreserving (fun ω : ℕ → ℝ => ω i) whiteNoise (gaussianReal 0 1) :=
    measurePreserving_eval_infinitePi (fun _ => gaussianReal 0 1) i
  have hL (i : ℕ) : MemLp (fun ω : ℕ → ℝ => ω i) 2 whiteNoise :=
    (memLp_id_gaussianReal' 2 (by simp)).comp_measurePreserving (hmp i)
  have hind : iIndepFun (fun (i : ℕ) (ω : ℕ → ℝ) => ω i) whiteNoise :=
    iIndepFun_infinitePi (X := fun _ x => x) (fun _ => measurable_id)
  -- distinct terms of the noise are uncorrelated and each has unit variance
  have hc (i j : ℕ) : cov[fun ω : ℕ → ℝ => ω i, fun ω => ω j; whiteNoise] =
      if i = j then 1 else 0 := by
    split_ifs with hij
    · subst hij
      rw [covariance_self (hmp i).measurable.aemeasurable]
      have hv := variance_map (X := id) (μ := whiteNoise) aemeasurable_id
        (hmp i).measurable.aemeasurable
      rw [(hmp i).map_eq, variance_id_gaussianReal] at hv
      simpa [Function.comp_def] using hv.symm
    · exact (hind.indepFun hij).covariance_eq_zero (hL i) (hL j)
  refine ⟨⟨fun i => (hL i).add (hL (i + 1)), fun i t => ?_⟩, ?_⟩
  · change cov[(fun ω : ℕ → ℝ => ω i) + (fun ω => ω (i + 1)),
      (fun ω : ℕ → ℝ => ω (i + t)) + (fun ω => ω (i + t + 1)); whiteNoise] = _
    rw [covariance_add_left (hL _) (hL _) ((hL _).add (hL _)),
      covariance_add_right (hL _) (hL _) (hL _), covariance_add_right (hL _) (hL _) (hL _),
      hc, hc, hc, hc]
    split_ifs <;> first | omega | norm_num
  · refine (hasSum_sum_of_ne_finset_zero (s := Finset.range 2) (fun t ht => ?_)).summable
    rw [Finset.mem_range] at ht
    rw [if_neg (by omega), if_neg (by omega), abs_zero, mul_zero]

end

end SampleMeanBias
```

```lean
#print axioms SampleMeanBias.hasSum_deficit
#print axioms SampleMeanBias.abs_bias_le
#print axioms SampleMeanBias.bias_eq_of_finite_range
#print axioms SampleMeanBias.tendsto_scaled_bias
```

```
'SampleMeanBias.hasSum_deficit' depends on axioms: [propext, Classical.choice, Quot.sound]
'SampleMeanBias.abs_bias_le' depends on axioms: [propext, Classical.choice, Quot.sound]
'SampleMeanBias.bias_eq_of_finite_range' depends on axioms: [propext, Classical.choice, Quot.sound]
'SampleMeanBias.tendsto_scaled_bias' depends on axioms: [propext, Classical.choice, Quot.sound]
```

### From one added sample to the bound

`variance_sum_succ` is the first displayed formula. It expands the variance of a sum of two terms, then uses `Finset.sum_range_reflect` to reverse the order of summation, so that the covariances with `X N` are listed by lag.

`hasSum_deficit` is the induction, stated for $D_N/2$. Within it, `hw` is the change of weights from $\min(t,N)$ to $\min(t,N+1)$: add $C(t)$ at every lag, then remove it for $t\le N$. `hv` checks that the claimed value changes by the same tail, and the last line combines the convergent series. Using `HasSum` carries convergence and value through the induction together.

`bias_identity` divides by $N$, with `variance_smul` supplying the factor $1/N^2$. `summable_of_moment` obtains summability of `C` from $|C(t)|\le t|C(t)|$ for $t\ge1$. `abs_bias_le` then compares the series term by term through `tsum_of_norm_bounded`.

`bias_eq_of_finite_range` shows that the two series agree: up to lag $N$ the minimum is $t$, and beyond it the covariance is zero. `tendsto_scaled_bias` applies dominated convergence for series; each term stops changing once $N\ge t$.

`movingAverage_witness` supplies an actual series with the covariances of the four-sample example: sums of neighbouring terms of independent standard Gaussian noise. Bilinearity splits each covariance into four noise covariances, each 1 or 0, and the case split adds them up. For this series the bound is an equality at every $N\ge1$, with a nonzero right-hand side, so no constant below 2 works for all series.
